# The squared Dirac operator with minimal coupling contains the Pauli term with g = 2

A: For a charged Dirac particle in an electromagnetic field,

$$(g^\mu\pi_\mu-m)(g^\nu\pi_\nu+m)=\eta^{\mu\nu}\pi_\mu\pi_\nu-\tfrac e2\,\sigma^{\mu\nu}F_{\mu\nu}-m^2 .$$

Here $g^\mu$ are the Dirac matrices, which textbooks call $\gamma^\mu$, $m$ is the mass, $e$ the signed charge, $\eta$ the metric with signature $(+,-,-,-)$ and $F_{\mu\nu}=\partial_\mu A_\nu-\partial_\nu A_\mu$ the field tensor. The kinetic momentum is $\pi_\mu=i\partial_\mu-eA_\mu$ with $\hbar=c=1$, and $\sigma^{\mu\nu}=\frac i2[g^\mu,g^\nu]$. In a purely magnetic field $\mathbf B$ the $\sigma F$ term, here called the Pauli term, becomes $2e\,\mathbf S\cdot\mathbf B$, where $\mathbf S$ is the spin. The factor 2 is the g-factor of the title, a number and not one of the matrices $g^\mu$.

Q: Where does the spin term come from, if I only multiply out a square?

A: From the momenta failing to commute. Since $\pi_\mu$ commutes with $g^\nu$,

$$(g\cdot\pi)^2=\sum_{\mu\nu}g^\mu g^\nu\pi_\mu\pi_\nu=\sum_{\mu\nu}g^\nu g^\mu\pi_\nu\pi_\mu .$$

Add the two forms. Each pair of terms splits as

$$g^\mu g^\nu\pi_\mu\pi_\nu+g^\nu g^\mu\pi_\nu\pi_\mu=\tfrac12\{g^\mu,g^\nu\}\{\pi_\mu,\pi_\nu\}+\tfrac12[g^\mu,g^\nu][\pi_\mu,\pi_\nu].$$

Insert $\{g^\mu,g^\nu\}=2\eta^{\mu\nu}$, $[g^\mu,g^\nu]=-2i\sigma^{\mu\nu}$ and $[\pi_\mu,\pi_\nu]=-ieF_{\mu\nu}$. The pair equals $\eta^{\mu\nu}\{\pi_\mu,\pi_\nu\}-e\,\sigma^{\mu\nu}F_{\mu\nu}$. Summing, using the symmetry of $\eta$, and halving gives $(g\cdot\pi)^2=\eta^{\mu\nu}\pi_\mu\pi_\nu-\frac e2\sigma^{\mu\nu}F_{\mu\nu}$. The cross terms in $m$ cancel, which leaves $-m^2$.

Q: Can you show me numbers?

A: Here is a check of the algebra, not a physical field. Take two indices, $\eta$ the identity matrix, $e=1$, and two mutually commuting sets of Pauli matrices $s$ and $t$. Let $g^1=s_x$, $g^2=s_y$, $\pi_1=t_x$, $\pi_2=t_y$. Then $[\pi_1,\pi_2]=2it_z$, so $F_{12}=-2t_z$, and $\sigma^{12}=-s_z$. The formula gives $(g\cdot\pi)^2=2-2s_zt_z$. Directly, $s_xt_x+s_yt_y$ sends $|{\uparrow\downarrow}\rangle$ to $2|{\downarrow\uparrow}\rangle$ and back with another factor 2, so its square is 4 there, as predicted. It annihilates $|{\uparrow\uparrow}\rangle$, where the formula gives 0.

Q: What objects does the Lean version use?

A: An arbitrary complex algebra `A`, whose elements play the role of operators on spinors.

```lean
import Mathlib

open Complex (I)

namespace SquaredDiracOperator

noncomputable section

variable {ι A : Type*} [Ring A] [Algebra ℂ A]
```

The Clifford relations are what make the free Dirac operator square to the relativistic energy-momentum relation. The metric `η` is a matrix of numbers.

```lean
/-- The Clifford relations `g^μ g^ν + g^ν g^μ = 2 η^{μν}`. -/
def IsClifford (η : Matrix ι ι ℂ) (g : ι → A) : Prop :=
  ∀ μ ν, g μ * g ν + g ν * g μ = (2 * η μ ν) • (1 : A)
```

The next structure adds the coupling to the field. Its `commute` field says that momenta act on position and not on spinor indices; `curvature` is the commutator that a gauge potential produces. The entries of `F` lie in `A`, so the field may vary in space and time.

```lean
/-- Clifford generators `g^μ` together with kinetic momenta `π_μ` that commute with them and
whose commutators are `[π_μ, π_ν] = -i e F_{μν}`. -/
structure MinimalCoupling (η : Matrix ι ι ℂ) (e : ℂ) (g π : ι → A) (F : Matrix ι ι A) :
    Prop where
  clifford : IsClifford η g
  commute : ∀ μ ν, π μ * g ν = g ν * π μ
  curvature : ∀ μ ν, π μ * π ν - π ν * π μ = (-(I * e)) • F μ ν
```

Q: Is `commute` really needed?

A: The other two conditions alone do not give the formula. With one index, $\eta=1$, $F=0$, $g=s_x$ and $\pi=s_z$, both hold, yet $(g\pi)^2=-1$ while $\pi^2=1$.

The spin tensor and the contraction are defined by their usual formulas.

```lean
/-- The spin tensor `σ^{μν} = (i/2) [g^μ, g^ν]`. -/
def sigma (g : ι → A) (μ ν : ι) : A := (I / 2) • (g μ * g ν - g ν * g μ)

/-- The contraction `g^μ π_μ`. -/
def slash [Fintype ι] (g π : ι → A) : A := ∑ μ, g μ * π μ
```

Q: And the proof is the calculation you just did?

A: Yes. `hexp` moves the generators to the left, `hswap` relabels the indices, and `pair` is the splitting into anticommutators and commutators. `hη` obtains the needed symmetry of the metric from the Clifford relations, so it is not an extra assumption. `hsum` adds the two copies, and the last line halves the result.

```lean
/-- For minimally coupled momenta, the square of `g^μ π_μ` is
`η^{μν} π_μ π_ν - (e/2) σ^{μν} F_{μν}`. -/
theorem slash_sq [Fintype ι] {η : Matrix ι ι ℂ} {e : ℂ} {g π : ι → A} {F : Matrix ι ι A}
    (h : MinimalCoupling η e g π F) :
    slash g π * slash g π = ∑ μ, ∑ ν, η μ ν • (π μ * π ν)
      - (e / 2) • ∑ μ, ∑ ν, sigma g μ ν * F μ ν := by
  -- move all generators to the left of all momenta
  have hexp : slash g π * slash g π = ∑ μ, ∑ ν, g μ * g ν * (π μ * π ν) := by
    unfold slash
    rw [Finset.sum_mul_sum]
    refine Finset.sum_congr rfl fun μ _ => Finset.sum_congr rfl fun ν _ => ?_
    calc g μ * π μ * (g ν * π ν) = g μ * (π μ * g ν) * π ν := by noncomm_ring
      _ = g μ * (g ν * π μ) * π ν := by rw [h.commute μ ν]
      _ = g μ * g ν * (π μ * π ν) := by noncomm_ring
  have hswap : slash g π * slash g π = ∑ μ, ∑ ν, g ν * g μ * (π ν * π μ) :=
    hexp.trans Finset.sum_comm
  -- a pair of terms splits into anticommutators and commutators
  have pair : ∀ μ ν, g μ * g ν * (π μ * π ν) + g ν * g μ * (π ν * π μ)
      = η μ ν • (π μ * π ν) + η μ ν • (π ν * π μ) - e • (sigma g μ ν * F μ ν) := by
    intro μ ν
    calc g μ * g ν * (π μ * π ν) + g ν * g μ * (π ν * π μ)
        = (1 / 2 : ℂ) • ((g μ * g ν + g ν * g μ) * (π μ * π ν + π ν * π μ))
          + (1 / 2 : ℂ) • ((g μ * g ν - g ν * g μ) * (π μ * π ν - π ν * π μ)) := by
          simp only [mul_add, add_mul, mul_sub, sub_mul]
          module
      _ = _ := by
          rw [h.clifford μ ν, h.curvature μ ν]
          simp only [sigma, smul_mul_assoc, mul_smul_comm, one_mul]
          module
  -- the Clifford relations make the metric symmetric
  have hη : ∑ μ, ∑ ν, η μ ν • (π ν * π μ) = ∑ μ, ∑ ν, η μ ν • (π μ * π ν) := by
    rw [Finset.sum_comm]
    refine Finset.sum_congr rfl fun μ _ => Finset.sum_congr rfl fun ν _ => ?_
    have h3 : (2 * η ν μ) • (1 : A) = (2 * η μ ν) • (1 : A) := by
      rw [← h.clifford μ ν, ← h.clifford ν μ]
      exact add_comm _ _
    have h4 := congrArg (fun y => y * (π μ * π ν)) h3
    simp only [smul_mul_assoc, one_mul] at h4
    linear_combination (norm := module) (1 / 2 : ℂ) • h4
  have hsum : slash g π * slash g π + slash g π * slash g π
      = ∑ μ, ∑ ν, (η μ ν • (π μ * π ν) + η μ ν • (π ν * π μ)
        - e • (sigma g μ ν * F μ ν)) := by
    refine (congrArg₂ (· + ·) hexp hswap).trans ?_
    simp only [← Finset.sum_add_distrib]
    exact Finset.sum_congr rfl fun μ _ => Finset.sum_congr rfl fun ν _ => pair μ ν
  simp only [Finset.sum_add_distrib, Finset.sum_sub_distrib, ← Finset.smul_sum, hη] at hsum
  linear_combination (norm := module) (1 / 2 : ℂ) • hsum
```

The main theorem then expands the product with $m$, for any finite index set.

```lean
/-- The squared Dirac operator: for minimally coupled momenta,
`(g^μ π_μ - m)(g^ν π_ν + m) = η^{μν} π_μ π_ν - (e/2) σ^{μν} F_{μν} - m²`. -/
theorem squared_dirac [Fintype ι] {η : Matrix ι ι ℂ} {e : ℂ} {g π : ι → A}
    {F : Matrix ι ι A} (h : MinimalCoupling η e g π F) (m : ℂ) :
    (slash g π - m • (1 : A)) * (slash g π + m • (1 : A))
      = ∑ μ, ∑ ν, η μ ν • (π μ * π ν)
        - (e / 2) • ∑ μ, ∑ ν, sigma g μ ν * F μ ν - (m ^ 2) • (1 : A) := by
  rw [← slash_sq h]
  simp only [mul_add, sub_mul, smul_mul_assoc, mul_smul_comm, one_mul, mul_one]
  module
```

Q: So far I see $\sigma F$, not $g=2$. You could hide any factor in the definition of spin.

A: That is why the normalisation is checked separately. First fix the metric, the spin and the magnetic field.

```lean
/-- The Minkowski metric with signature `(+,-,-,-)`. -/
def minkowski : Matrix (Fin 4) (Fin 4) ℂ := Matrix.diagonal fun μ => if μ = 0 then 1 else -1

/-- The spin vector `S = (σ^{23}, σ^{31}, σ^{12}) / 2`. -/
def spin (g : Fin 4 → A) : Fin 3 → A :=
  ![(1 / 2 : ℂ) • sigma g 2 3, (1 / 2 : ℂ) • sigma g 3 1, (1 / 2 : ℂ) • sigma g 1 2]

/-- The field tensor `F_{ij} = -ε_{ijk} B^k`, `F_{0i} = 0` of a purely magnetic field. -/
def magneticField (B : Fin 3 → A) : Matrix (Fin 4) (Fin 4) A :=
  !![0, 0, 0, 0; 0, 0, -B 2, B 1; 0, B 2, 0, -B 0; 0, -B 1, B 0, 0]
```

Spacetime indices run from 0 to 3, while `spin g 0`, `spin g 1`, `spin g 2` are $S_x,S_y,S_z$, and `B` is numbered in the same way. The angular momentum algebra is quadratic on one side and linear on the other, so a nonzero spin vector cannot be rescaled freely.

For distinct indices $\sigma^{\mu\nu}=ig^\mu g^\nu$. Hence

$$[S_x,S_y]=-\tfrac14\left(g^2g^3g^3g^1-g^3g^1g^2g^3\right)=-\tfrac12g^1g^2=iS_z,$$

because $g^3g^3=-1$ and different generators anticommute. In Lean, `anti`, `sq` and `sig` supply these rules, and `key` does the calculation once for all three cyclic cases.

```lean
/-- For Clifford generators of Minkowski space the spin vector obeys the angular momentum
algebra `[S_x, S_y] = i S_z` and its cyclic permutations. -/
theorem spin_commutator {g : Fin 4 → A} (hg : IsClifford minkowski g) :
    spin g 0 * spin g 1 - spin g 1 * spin g 0 = I • spin g 2 ∧
    spin g 1 * spin g 2 - spin g 2 * spin g 1 = I • spin g 0 ∧
    spin g 2 * spin g 0 - spin g 0 * spin g 2 = I • spin g 1 := by
  have anti : ∀ μ ν, μ ≠ ν → g μ * g ν = -(g ν * g μ) := by
    intro μ ν hne
    have h := hg μ ν
    rw [minkowski, Matrix.diagonal_apply_ne _ hne, mul_zero, zero_smul] at h
    exact eq_neg_of_add_eq_zero_left h
  have sq : ∀ μ, μ ≠ 0 → g μ * g μ = -1 := by
    intro μ h0
    have h := hg μ μ
    have hm : minkowski μ μ = -1 := by simp [minkowski, h0]
    rw [hm] at h
    linear_combination (norm := module) (1 / 2 : ℂ) • h
  have sig : ∀ μ ν, μ ≠ ν → sigma g μ ν = I • (g μ * g ν) := by
    intro μ ν hne
    rw [sigma, anti ν μ hne.symm]
    module
  -- two planes sharing the direction ρ
  have key : ∀ μ ν ρ, μ ≠ ν → ρ ≠ μ → ρ ≠ ν → ρ ≠ 0 →
      ((1 / 2 : ℂ) • sigma g ν ρ) * ((1 / 2 : ℂ) • sigma g ρ μ)
        - ((1 / 2 : ℂ) • sigma g ρ μ) * ((1 / 2 : ℂ) • sigma g ν ρ)
      = I • ((1 / 2 : ℂ) • sigma g μ ν) := by
    intro μ ν ρ h1 h2 h3 h0
    have e1 : g ν * g ρ * (g ρ * g μ) = g μ * g ν := by
      calc g ν * g ρ * (g ρ * g μ) = g ν * (g ρ * g ρ) * g μ := by noncomm_ring
        _ = -(g ν * g μ) := by rw [sq ρ h0]; noncomm_ring
        _ = g μ * g ν := (anti μ ν h1).symm
    have e2 : g ρ * g μ * (g ν * g ρ) = -(g μ * g ν) := by
      calc g ρ * g μ * (g ν * g ρ) = -(g μ * g ρ) * (g ν * g ρ) := by rw [anti ρ μ h2]
        _ = -(g μ * (g ρ * g ν) * g ρ) := by noncomm_ring
        _ = g μ * g ν * (g ρ * g ρ) := by rw [anti ρ ν h3]; noncomm_ring
        _ = -(g μ * g ν) := by rw [sq ρ h0, mul_neg, mul_one]
    rw [sig ν ρ h3.symm, sig ρ μ h2, sig μ ν h1]
    simp only [smul_mul_assoc, mul_smul_comm, e1, e2]
    module
  exact ⟨key 1 2 3 (by decide) (by decide) (by decide) (by decide),
    key 2 3 1 (by decide) (by decide) (by decide) (by decide),
    key 3 1 2 (by decide) (by decide) (by decide) (by decide)⟩
```

Q: Then the factor 2 can be read off?

A: Yes. Each plane occurs twice in the double sum, and $F_{12}=-B_z$ with its cyclic partners, so $\sigma^{\mu\nu}F_{\mu\nu}=-4\,\mathbf S\cdot\mathbf B$. Multiplying by $-e/2$ gives $2e\,\mathbf S\cdot\mathbf B$. In the proof `hT` evaluates the metric sum and `hU` this one.

```lean
/-- In a purely magnetic field the Pauli term of the squared Dirac operator is `2 e S·B`, that is,
`e S·B` times a g-factor of 2. -/
theorem squared_dirac_magnetic {e : ℂ} {g π : Fin 4 → A} {B : Fin 3 → A}
    (h : MinimalCoupling minkowski e g π (magneticField B)) (m : ℂ) :
    (slash g π - m • (1 : A)) * (slash g π + m • (1 : A))
      = π 0 * π 0 - (π 1 * π 1 + π 2 * π 2 + π 3 * π 3)
        + (2 * e) • ∑ k, spin g k * B k - (m ^ 2) • (1 : A) := by
  have hT : ∑ μ, ∑ ν, minkowski μ ν • (π μ * π ν)
      = π 0 * π 0 - (π 1 * π 1 + π 2 * π 2 + π 3 * π 3) := by
    simp [minkowski, Fin.sum_univ_four, Matrix.diagonal_apply]
    module
  have hU : ∑ μ, ∑ ν, sigma g μ ν * magneticField B μ ν
      = (-4 : ℂ) • ∑ k, spin g k * B k := by
    simp only [Fin.sum_univ_four, Fin.sum_univ_three]
    simp [magneticField, spin, sigma, sub_mul]
    module
  rw [squared_dirac h m, hT, hU]
  module
```

Q: That concerns operators. What does a wave function satisfy?

A: Let $\psi$ solve $g^\mu\pi_\mu\psi=m\psi$. The factors $g\cdot\pi-m$ and $g\cdot\pi+m$ commute, so their product annihilates $\psi$, and rearranging gives

$$\pi_0^2\psi=(\pi_1^2+\pi_2^2+\pi_3^2-2e\,\mathbf S\cdot\mathbf B+m^2)\psi .$$

In Lean, `ψ` belongs to any module `M` on which `A` acts; `hc` is the commutation and `h0` the annihilation.

```lean
/-- A solution of the Dirac equation `g^μ π_μ ψ = m ψ` in a purely magnetic field satisfies
`π_0² ψ = (π_1² + π_2² + π_3² - 2 e S·B + m²) ψ`. -/
theorem dirac_solution_magnetic {M : Type*} [AddCommGroup M] [Module A M] {e m : ℂ}
    {g π : Fin 4 → A} {B : Fin 3 → A}
    (h : MinimalCoupling minkowski e g π (magneticField B)) {ψ : M}
    (hψ : slash g π • ψ = (m • (1 : A)) • ψ) :
    (π 0 * π 0) • ψ = (π 1 * π 1 + π 2 * π 2 + π 3 * π 3
      - (2 * e) • ∑ k, spin g k * B k + (m ^ 2) • (1 : A)) • ψ := by
  -- the two first-order factors commute, and one of them annihilates ψ
  have hc : (slash g π - m • (1 : A)) * (slash g π + m • (1 : A))
      = (slash g π + m • (1 : A)) * (slash g π - m • (1 : A)) := by
    simp only [mul_add, add_mul, mul_sub, sub_mul, smul_mul_assoc, mul_smul_comm,
      one_mul, mul_one]
    module
  have h0 : ((slash g π - m • (1 : A)) * (slash g π + m • (1 : A))) • ψ = 0 := by
    rw [hc, mul_smul, sub_smul, hψ, sub_self, smul_zero]
  rw [squared_dirac_magnetic h m] at h0
  rw [← sub_eq_zero, ← sub_smul, ← h0]
  congr 1
  module
```

Q: A magnetic moment is measured in units of $e/2m$. Where is that?

A: It enters in the nonrelativistic limit. Put $\pi_0=m+\varepsilon$ with $\varepsilon$ small compared with $m$; then $\varepsilon\approx\boldsymbol\pi^2/2m-2\,\frac{e}{2m}\mathbf S\cdot\mathbf B$, and the factor 2 is the g-factor. No theorem here carries out that expansion.

The same spin term appears in the Pauli Hamiltonian used for electronic structure in magnetic fields; here it is derived for one particle in a prescribed field, without the radiative corrections that shift $g$ away from 2.

Q: Does anything satisfy `MinimalCoupling` with a nonzero magnetic field?

A: A uniform field along $z$ does. In Landau gauge, with zero canonical momentum along $y$, the lower-index kinetic momenta are $(E,\,i\,d/dx,\,ebx,\,k)$, where $E$ is the energy, $k$ the constant component $\pi_3$ and $b$ the field strength.

```lean
/-- Landau-gauge momenta `(E, i d, e b x, k)` built from a coordinate `x` and a derivative `d`. -/
def landau (E k e b : ℂ) (x d : A) : Fin 4 → A :=
  ![E • (1 : A), I • d, (e * b) • x, k • (1 : A)]
```

The only nonzero commutator, up to order, is $[\pi_1,\pi_2]=ieb[d,x]=ieb=-ieF_{12}$, since $F_{12}=-b$. The proof checks all index pairs by `fin_cases`.

```lean
/-- If `d x = x d + 1` and both `x` and `d` commute with the Clifford generators, the
Landau-gauge momenta are minimally coupled to the uniform magnetic field `(0, 0, b)`. -/
theorem landau_coupling {g : Fin 4 → A} (hg : IsClifford minkowski g) {x d : A}
    (hdx : d * x = x * d + 1) (hx : ∀ ν, x * g ν = g ν * x) (hd : ∀ ν, d * g ν = g ν * d)
    (E k e b : ℂ) :
    MinimalCoupling minkowski e g (landau E k e b x d)
      (magneticField ![0, 0, b • (1 : A)]) := by
  refine ⟨hg, ?_, ?_⟩
  · intro μ ν
    fin_cases μ <;> simp [landau, hx, hd]
  · intro μ ν
    fin_cases μ <;> fin_cases ν <;> simp [landau, magneticField, hdx]
    all_goals module
```

For concrete operators, take Dirac matrices in Majorana form, acting on four-component spinors with polynomial entries.

```lean
/-- Four real matrices, which multiplied by `i` are Dirac matrices in a Majorana form. -/
def majorana : Fin 4 → Matrix (Fin 4) (Fin 4) ℤ :=
  ![!![0, 0, 0, 1; 0, 0, 1, 0; 0, -1, 0, 0; -1, 0, 0, 0],
    !![0, 0, 1, 0; 0, 0, 0, 1; 1, 0, 0, 0; 0, 1, 0, 0],
    !![1, 0, 0, 0; 0, 1, 0, 0; 0, 0, -1, 0; 0, 0, 0, -1],
    !![0, 0, 0, 1; 0, 0, -1, 0; 0, -1, 0, 0; 1, 0, 0, 0]]

/-- Linear operators on complex polynomials in one coordinate. -/
abbrev PolyOp := Module.End ℂ (Polynomial ℂ)

/-- The Majorana Dirac matrices, acting on four-component polynomial spinors. -/
def majoranaGamma (μ : Fin 4) : Matrix (Fin 4) (Fin 4) PolyOp :=
  I • (Int.castRingHom PolyOp).mapMatrix (majorana μ)
```

The Clifford relations are first decided for the integer matrices and then carried over to operators; the factor $i^2=-1$ turns their signs into those of the metric.

```lean
/-- The Majorana Dirac matrices satisfy the Clifford relations of Minkowski space. -/
theorem majoranaGamma_clifford : IsClifford minkowski majoranaGamma := by
  have hZ : ∀ μ ν, majorana μ * majorana ν + majorana ν * majorana μ
      = (if μ = ν then (if μ = 0 then -2 else 2) else 0 : ℤ) •
        (1 : Matrix (Fin 4) (Fin 4) ℤ) := by
    decide +kernel
  intro μ ν
  have h := congrArg (Int.castRingHom PolyOp).mapMatrix (hZ μ ν)
  rw [map_add, map_mul, map_mul, map_zsmul, map_one, ← Int.cast_smul_eq_zsmul ℂ] at h
  have hs : 2 * minkowski μ ν
      = (I * I) * ((if μ = ν then (if μ = 0 then -2 else 2) else 0 : ℤ) : ℂ) := by
    rw [Complex.I_mul_I]
    by_cases h1 : μ = ν
    · subst h1
      by_cases h0 : μ = 0 <;> simp [minkowski, h0]
    · simp [minkowski, h1]
  rw [hs, mul_smul, ← h]
  simp only [majoranaGamma, smul_mul_assoc, mul_smul_comm]
  module
```

Finally, $x$ is multiplication by the variable and $d$ is the derivative. The product rule $(xf)'=xf'+f$ gives $dx=xd+1$, and `hcomm` shows that both commute with the Dirac matrices.

```lean
/-- Majorana Dirac matrices and Landau-gauge momenta, with `x` and `d/dx` acting on polynomial
spinors, are minimally coupled to the uniform magnetic field `(0, 0, b)`. -/
theorem minimalCoupling_witness (E k e b : ℂ) :
    MinimalCoupling minkowski e majoranaGamma
      (landau E k e b
        (Matrix.scalar (Fin 4) (LinearMap.mulLeft ℂ (Polynomial.X : Polynomial ℂ) : PolyOp))
        (Matrix.scalar (Fin 4) (Polynomial.derivative : PolyOp)))
      (magneticField ![0, 0, b • 1]) := by
  -- operators on polynomials commute with integer matrices
  have hcomm : ∀ (T : PolyOp) (ν : Fin 4),
      Matrix.scalar (Fin 4) T * majoranaGamma ν
        = majoranaGamma ν * Matrix.scalar (Fin 4) T := by
    intro T ν
    rw [majoranaGamma, mul_smul_comm, smul_mul_assoc]
    congr 1
    refine Matrix.ext fun i j => ?_
    simp only [Matrix.scalar_apply, Matrix.diagonal_mul, Matrix.mul_diagonal]
    exact (Int.cast_commute (majorana ν i j) T).eq.symm
  refine landau_coupling majoranaGamma_clifford ?_ (hcomm _) (hcomm _) E k e b
  -- the product rule gives the canonical commutator
  rw [← map_mul, ← map_mul, ← map_one (Matrix.scalar (Fin 4)), ← map_add]
  congr 1
  refine LinearMap.ext fun f => ?_
  simp [Polynomial.derivative_mul, add_comm]

end

end SquaredDiracOperator
```

Q: Polynomials are not normalisable states.

A: They are not, and for $eb\ne0$ no nonzero polynomial spinor solves the Dirac equation either, because the term $e^2b^2x^2$ in the squared equation raises the degree. This example shows only that the conditions in `MinimalCoupling` are consistent with a nonzero field; it says nothing about solutions, spectra or operator domains in a Hilbert space.

```lean
#print axioms SquaredDiracOperator.spin_commutator
#print axioms SquaredDiracOperator.squared_dirac_magnetic
#print axioms SquaredDiracOperator.dirac_solution_magnetic
```

```
'SquaredDiracOperator.spin_commutator' depends on axioms: [propext, Classical.choice, Quot.sound]
'SquaredDiracOperator.squared_dirac_magnetic' depends on axioms: [propext, Classical.choice, Quot.sound]
'SquaredDiracOperator.dirac_solution_magnetic' depends on axioms: [propext, Classical.choice, Quot.sound]
```
